# Pauli blocking of vertical transitions between levels ±w/2: threshold at 2|μ| and total blocked weight

For independent electrons on a particle-hole symmetric Dirac cone, a photon of energy \(w\) drives a vertical transition from \(-w/2\) to \(w/2\). With energies measured from the Dirac point, chemical potential \(\mu\), temperature \(T>0\) and \(k_B=1\), let \(f(E)=1/(e^{(E-\mu)/T}+1)\). The blocking factor is

\[
B(w)=f(-w/2)-f(w/2)=\frac{\sinh(w/2T)}{\cosh(\mu/T)+\cosh(w/2T)} .
\]

As \(T\to0^+\) at fixed \(\mu\), \(B\) tends to 0 for \(0<w<2|\mu|\), to 1 for \(w>2|\mu|\), and to \(1/2\) at \(w=2|\mu|\) if \(\mu\neq0\). The total blocked weight, meaning the integral of \(1-B\) over photon energy with no other spectral factor, is

\[
\int_0^\infty(1-B)\,dw=4T\log\bigl(2\cosh(\mu/2T)\bigr)\;\xrightarrow{T\to0^+}\;2|\mu| .
\]

## Occupation factors in an optical-conductivity code

An independent-particle interband sum weights each transition by the initial occupation minus the final one. On this cone that weight is \(B(w)\). For \(\mu\neq0\) it gives a sharp absorption onset at \(2|\mu|\) in the limit \(T\to0^+\); at \(T>0\) the step is smoothed.

The hyperbolic form avoids subtracting nearly equal occupations at small \(w\), but its terms overflow at low temperature. The blocked weight tests a frequency grid and its cutoff; a stable form is \(2|\mu|+4T\log(1+e^{-|\mu|/T})\).

## From two Fermi functions to the blocked weight

Put \(a=e^{\mu/T}\) and \(x=e^{w/2T}\). Then

\[
B=\frac{ax}{1+ax}-\frac{a}{a+x}=\frac{a(x^2-1)}{(1+ax)(a+x)} .
\]

Dividing numerator and denominator by \(2ax\) gives the hyperbolic form.

As \(T\to0^+\), \(f(E)\) tends to 1 for \(E<\mu\) and to 0 for \(E>\mu\), while \(f(\mu)=1/2\) throughout.

- For \(0<w<2|\mu|\), both levels are full (\(\mu>0\)) or both empty (\(\mu<0\)), so \(B\to0\).
- For \(w>2|\mu|\), \(\mu\) lies between them, so \(B\to1-0\).
- At \(w=2|\mu|>0\), one level sits at \(\mu\), so \(B\to1-\tfrac12\) or \(\tfrac12-0\).

With \(C=\cosh(\mu/T)\), \(B\) is the \(w\)-derivative of \(2T\log(C+\cosh(w/2T))\). Hence

\[
\int_0^W(1-B)\,dw=W-2T\log\frac{C+\cosh(W/2T)}{C+1}.
\]

Let \(y=e^{-W/2T}\). Since \(W=-2T\log y\) and \(C+\cosh(W/2T)=y^{-1}[Cy+(1+y^2)/2]\), the integral equals

\[
2T\left[\log(C+1)-\log\left(Cy+\tfrac{1+y^2}{2}\right)\right].
\]

As \(W\to\infty\), \(y\to0\), and the limit is \(2T\log(2(C+1))\). The half-angle identity \(C+1=2\cosh^2(\mu/2T)\) turns this into \(4T\log(2\cosh(\mu/2T))\).

Finally, \(e^u\le2\cosh u\le2e^u\) with \(u=|\mu|/2T\) bounds the weight between \(2|\mu|\) and \(2|\mu|+4T\log2\), which gives its zero-temperature limit.

## The Lean definitions and proofs

```lean
import Mathlib

open Filter Topology

namespace DiracConePauliBlocking

noncomputable section

/-- Fermi occupation of a level of energy `E` at chemical potential `μ` and temperature `T ≠ 0`,
in units with Boltzmann constant one. -/
def fermi (μ T E : ℝ) : ℝ := 1 / (Real.exp ((E - μ) / T) + 1)

/-- Blocking factor of the vertical transition from energy `-w/2` to energy `w/2`, for `T ≠ 0`:
the occupation of the initial level minus that of the final level. -/
def blocking (μ T w : ℝ) : ℝ := fermi μ T (-w / 2) - fermi μ T (w / 2)

/-- Closed form of the blocking factor in hyperbolic functions. -/
theorem blocking_eq (μ T w : ℝ) :
    blocking μ T w =
      Real.sinh (w / (2 * T)) / (Real.cosh (μ / T) + Real.cosh (w / (2 * T))) := by
  have e1 : (-w / 2 - μ) / T = -(w / (2 * T)) - μ / T := by ring
  have e2 : (w / 2 - μ) / T = w / (2 * T) - μ / T := by ring
  have ha := Real.exp_pos (μ / T)
  have hx := Real.exp_pos (w / (2 * T))
  simp only [blocking, fermi, e1, e2, Real.exp_sub, Real.sinh_eq, Real.cosh_eq, Real.exp_neg]
  -- only the two Boltzmann factors remain
  generalize Real.exp (μ / T) = a at ha ⊢
  generalize Real.exp (w / (2 * T)) = x at hx ⊢
  rw [div_sub_div _ _ (by positivity) (by positivity),
    div_eq_div_iff (by positivity) (by positivity)]
  field_simp
  ring

/-- A level below the chemical potential becomes full as the temperature decreases to zero. -/
theorem fermi_below {μ E : ℝ} (h : E < μ) :
    Tendsto (fun T => fermi μ T E) (𝓝[>] 0) (𝓝 1) := by
  have hi : Tendsto (fun T : ℝ => T⁻¹) (𝓝[>] 0) atTop := tendsto_inv_nhdsGT_zero
  have h1 : Tendsto (fun T : ℝ => (E - μ) / T) (𝓝[>] 0) atBot := by
    simpa only [div_eq_mul_inv] using hi.const_mul_atTop_of_neg (sub_neg.2 h)
  have h2 := ((Real.tendsto_exp_atBot.comp h1).add_const 1).inv₀ (by norm_num)
  simpa [fermi, Function.comp_def] using h2

/-- A level above the chemical potential becomes empty as the temperature decreases to zero. -/
theorem fermi_above {μ E : ℝ} (h : μ < E) :
    Tendsto (fun T => fermi μ T E) (𝓝[>] 0) (𝓝 0) := by
  have hi : Tendsto (fun T : ℝ => T⁻¹) (𝓝[>] 0) atTop := tendsto_inv_nhdsGT_zero
  have h1 : Tendsto (fun T : ℝ => (E - μ) / T) (𝓝[>] 0) atTop := by
    simpa only [div_eq_mul_inv] using hi.const_mul_atTop (sub_pos.2 h)
  simp only [fermi, one_div]
  exact tendsto_inv_atTop_zero.comp
    (tendsto_atTop_add_const_right _ 1 (Real.tendsto_exp_atTop.comp h1))

/-- Zero-temperature Pauli blocking: for a photon energy `w > 0` the blocking factor tends to 0
if `w < 2|μ|` and to 1 if `w > 2|μ|`. -/
theorem blocking_zero_temperature {μ w : ℝ} (hw : 0 < w) :
    (w < 2 * |μ| → Tendsto (fun T => blocking μ T w) (𝓝[>] 0) (𝓝 0)) ∧
    (2 * |μ| < w → Tendsto (fun T => blocking μ T w) (𝓝[>] 0) (𝓝 1)) := by
  constructor
  · intro h
    rcases le_total 0 μ with hμ | hμ
    · -- electron doping: both levels are full
      rw [abs_of_nonneg hμ] at h
      have h1 := (fermi_below (μ := μ) (E := -w / 2) (by linarith)).sub
        (fermi_below (μ := μ) (E := w / 2) (by linarith))
      rw [sub_self] at h1
      exact h1
    · -- hole doping: both levels are empty
      rw [abs_of_nonpos hμ] at h
      have h1 := (fermi_above (μ := μ) (E := -w / 2) (by linarith)).sub
        (fermi_above (μ := μ) (E := w / 2) (by linarith))
      rw [sub_self] at h1
      exact h1
  · intro h
    have hp := le_abs_self μ
    have hn := neg_abs_le μ
    have h1 := (fermi_below (μ := μ) (E := -w / 2) (by linarith)).sub
      (fermi_above (μ := μ) (E := w / 2) (by linarith))
    rw [sub_zero] at h1
    exact h1

/-- Exactly at the threshold `w = 2|μ|` of a doped cone, `μ ≠ 0`, the blocking factor tends
to one half as the temperature decreases to zero. -/
theorem blocking_threshold {μ : ℝ} (hμ : μ ≠ 0) :
    Tendsto (fun T => blocking μ T (2 * |μ|)) (𝓝[>] 0) (𝓝 (1 / 2)) := by
  have hs : ∀ T, fermi μ T μ = 1 / 2 := fun T => by norm_num [fermi]
  rcases lt_or_gt_of_ne hμ with h | h
  · have e : -(2 * |μ|) / 2 = μ := by rw [abs_of_neg h]; ring
    have A : Tendsto (fun T => fermi μ T (-(2 * |μ|) / 2)) (𝓝[>] 0) (𝓝 (1 / 2)) := by
      simp only [e, hs]
      exact tendsto_const_nhds
    have h1 := A.sub (fermi_above (μ := μ) (E := 2 * |μ| / 2) (by rw [abs_of_neg h]; linarith))
    rw [sub_zero] at h1
    exact h1
  · have e : 2 * |μ| / 2 = μ := by rw [abs_of_pos h]; ring
    have B : Tendsto (fun T => fermi μ T (2 * |μ| / 2)) (𝓝[>] 0) (𝓝 (1 / 2)) := by
      simp only [e, hs]
      exact tendsto_const_nhds
    have h1 := (fermi_below (μ := μ) (E := -(2 * |μ|) / 2)
      (by rw [abs_of_pos h]; linarith)).sub B
    rw [show (1 : ℝ) - 1 / 2 = 1 / 2 by norm_num] at h1
    exact h1

/-- The weight blocked at photon energies between 0 and `W`, at temperature `T > 0`. -/
theorem blocked_weight_upto (μ W : ℝ) {T : ℝ} (hT : 0 < T) :
    ∫ w in (0 : ℝ)..W, (1 - blocking μ T w) =
      W - 2 * T * Real.log
        ((Real.cosh (μ / T) + Real.cosh (W / (2 * T))) / (Real.cosh (μ / T) + 1)) := by
  have hc := Real.cosh_pos (μ / T)
  have hd : ∀ w : ℝ, Real.cosh (μ / T) + Real.cosh (w / (2 * T)) ≠ 0 := fun w =>
    (add_pos hc (Real.cosh_pos _)).ne'
  simp only [blocking_eq]
  have hcont : Continuous (fun w : ℝ => 1 - Real.sinh (w / (2 * T)) /
      (Real.cosh (μ / T) + Real.cosh (w / (2 * T)))) :=
    continuous_const.sub (Continuous.div
      (Real.continuous_sinh.comp (continuous_id.div_const _))
      (continuous_const.add (Real.continuous_cosh.comp (continuous_id.div_const _))) hd)
  -- the blocking factor is a logarithmic derivative
  have key := intervalIntegral.integral_eq_sub_of_hasDerivAt (a := 0) (b := W)
    (f := fun w : ℝ => w - 2 * T * Real.log (Real.cosh (μ / T) + Real.cosh (w / (2 * T))))
    (fun w _ => by
      have h1 : HasDerivAt (fun w : ℝ => w / (2 * T)) (1 / (2 * T)) w :=
        (hasDerivAt_id' w).div_const _
      have h2 := (h1.cosh.const_add (Real.cosh (μ / T))).log (hd w)
      refine ((hasDerivAt_id' w).fun_sub (h2.const_mul (2 * T))).congr_deriv ?_
      have hD := hd w
      field_simp) (hcont.intervalIntegrable 0 W)
  rw [key, Real.log_div (hd W) (by positivity)]
  simp only [zero_div, Real.cosh_zero]
  ring

/-- The total weight removed by Pauli blocking at temperature `T > 0`
is `4 T log (2 cosh (μ / 2T))`. -/
theorem blocked_weight (μ : ℝ) {T : ℝ} (hT : 0 < T) :
    Tendsto (fun W => ∫ w in (0 : ℝ)..W, (1 - blocking μ T w)) atTop
      (𝓝 (4 * T * Real.log (2 * Real.cosh (μ / (2 * T))))) := by
  have hc := Real.cosh_pos (μ / T)
  have hq := Real.cosh_pos (μ / (2 * T))
  have hy : Tendsto (fun W : ℝ => Real.exp (-(W / (2 * T)))) atTop (𝓝 0) :=
    Real.tendsto_exp_atBot.comp (tendsto_neg_atTop_atBot.comp
      (tendsto_id.atTop_div_const (by positivity)))
  have h1 := (hy.const_mul (Real.cosh (μ / T))).add (((hy.pow 2).const_add 1).div_const 2)
  have h2 := ((h1.log (by norm_num)).const_sub
    (Real.log (Real.cosh (μ / T) + 1))).const_mul (2 * T)
  -- half-angle form of the limit
  have hhalf : Real.cosh (μ / T) + 1 = 2 * Real.cosh (μ / (2 * T)) ^ 2 := by
    have e : μ / T = 2 * (μ / (2 * T)) := by ring
    rw [e, Real.cosh_two_mul]
    linarith [Real.cosh_sq (μ / (2 * T))]
  have hv : 2 * T * (Real.log (Real.cosh (μ / T) + 1) -
      Real.log (Real.cosh (μ / T) * 0 + (1 + 0 ^ 2) / 2)) =
      4 * T * Real.log (2 * Real.cosh (μ / (2 * T))) := by
    rw [hhalf, show Real.cosh (μ / T) * 0 + (1 + 0 ^ 2) / 2 = (2 : ℝ)⁻¹ by norm_num,
      Real.log_inv, Real.log_mul (by norm_num) (by positivity), Real.log_pow,
      Real.log_mul (by norm_num) hq.ne']
    push_cast
    ring
  rw [hv] at h2
  refine h2.congr fun W => ?_
  -- the leading exponential cancels the linear growth in W
  have hx : 2 * T * (W / (2 * T)) = W := by field_simp
  have hD := add_pos hc (Real.cosh_pos (W / (2 * T)))
  have he : Real.exp (W / (2 * T)) * Real.exp (-(W / (2 * T))) = 1 := by
    rw [← Real.exp_add, add_neg_cancel, Real.exp_zero]
  have hf : Real.cosh (μ / T) * Real.exp (-(W / (2 * T))) +
      (1 + Real.exp (-(W / (2 * T))) ^ 2) / 2 =
      (Real.cosh (μ / T) + Real.cosh (W / (2 * T))) * Real.exp (-(W / (2 * T))) := by
    rw [Real.cosh_eq (W / (2 * T))]
    linear_combination (-1 / 2 : ℝ) * he
  rw [blocked_weight_upto μ W hT, hf, Real.log_mul hD.ne' (Real.exp_pos _).ne', Real.log_exp,
    Real.log_div hD.ne' (by positivity)]
  linear_combination hx

/-- As the temperature decreases to zero, the expression `4 T log (2 cosh (μ / 2T))`, which is the
total blocked weight by `blocked_weight`, tends to `2|μ|`. -/
theorem blocked_weight_zero_temperature (μ : ℝ) :
    Tendsto (fun T => 4 * T * Real.log (2 * Real.cosh (μ / (2 * T)))) (𝓝[>] 0)
      (𝓝 (2 * |μ|)) := by
  have hup : Tendsto (fun T : ℝ => 2 * |μ| + 4 * T * Real.log 2) (𝓝[>] 0) (𝓝 (2 * |μ|)) :=
    (Continuous.tendsto' (by fun_prop) 0 _ (by simp)).mono_left nhdsWithin_le_nhds
  -- exp |x| ≤ 2 cosh x ≤ 2 exp |x|
  have hb : ∀ T : ℝ, 0 < T → 2 * |μ| ≤ 4 * T * Real.log (2 * Real.cosh (μ / (2 * T))) ∧
      4 * T * Real.log (2 * Real.cosh (μ / (2 * T))) ≤ 2 * |μ| + 4 * T * Real.log 2 := by
    intro T hT
    have hx : 4 * T * (|μ| / (2 * T)) = 2 * |μ| := by
      field_simp
      ring
    have hx0 : 0 ≤ |μ| / (2 * T) := by positivity
    have ha : Real.cosh (μ / (2 * T)) = Real.cosh (|μ| / (2 * T)) := by
      rw [← Real.cosh_abs (μ / (2 * T)), abs_div, abs_of_pos (by positivity : 0 < 2 * T)]
    have hcp := Real.cosh_pos (|μ| / (2 * T))
    have hce := Real.cosh_eq (|μ| / (2 * T))
    have hn := Real.exp_pos (-(|μ| / (2 * T)))
    have hle : Real.exp (-(|μ| / (2 * T))) ≤ Real.exp (|μ| / (2 * T)) :=
      Real.exp_le_exp.2 (by linarith)
    have hl : |μ| / (2 * T) ≤ Real.log (2 * Real.cosh (|μ| / (2 * T))) :=
      (Real.le_log_iff_exp_le (by positivity)).2 (by linarith)
    have hu : Real.log (2 * Real.cosh (|μ| / (2 * T))) ≤ Real.log 2 + |μ| / (2 * T) := by
      have h := Real.log_le_log (by positivity : 0 < 2 * Real.cosh (|μ| / (2 * T)))
        (by linarith : 2 * Real.cosh (|μ| / (2 * T)) ≤ 2 * Real.exp (|μ| / (2 * T)))
      rwa [Real.log_mul (by norm_num) (Real.exp_pos _).ne', Real.log_exp] at h
    have h4 : 0 ≤ 4 * T := by positivity
    rw [ha]
    constructor
    · linarith [mul_le_mul_of_nonneg_left hl h4]
    · linarith [mul_le_mul_of_nonneg_left hu h4]
  refine tendsto_of_tendsto_of_tendsto_of_le_of_le' tendsto_const_nhds hup ?_ ?_
  · filter_upwards [self_mem_nhdsWithin] with T hT using (hb T hT).1
  · filter_upwards [self_mem_nhdsWithin] with T hT using (hb T hT).2

end

end DiracConePauliBlocking
```

```lean
#print axioms DiracConePauliBlocking.blocking_zero_temperature
#print axioms DiracConePauliBlocking.blocking_threshold
#print axioms DiracConePauliBlocking.blocked_weight
#print axioms DiracConePauliBlocking.blocked_weight_zero_temperature
```

```
'DiracConePauliBlocking.blocking_zero_temperature' depends on axioms: [propext, Classical.choice, Quot.sound]
'DiracConePauliBlocking.blocking_threshold' depends on axioms: [propext, Classical.choice, Quot.sound]
'DiracConePauliBlocking.blocked_weight' depends on axioms: [propext, Classical.choice, Quot.sound]
'DiracConePauliBlocking.blocked_weight_zero_temperature' depends on axioms: [propext, Classical.choice, Quot.sound]
```

## Fixed chemical potential and symmetric levels

`fermi μ T E` is \(f(E)\) and `blocking μ T w` is \(B(w)\), with all arguments real. The filter `𝓝[>] 0` means that \(T\) decreases to zero through positive values; `atTop` sends the cutoff \(W\) to infinity. `blocked_weight` takes that cutoff limit at fixed \(T>0\), and `blocked_weight_zero_temperature` then cools the resulting expression.

The cone enters only through the levels \(\pm w/2\). Matrix elements, density of states, broadening and interactions are absent. The blocked weight is therefore proportional to the lost interband spectral weight when the unblocked conductivity does not depend on \(w\), as on an ideal two-dimensional cone. Since \(\mu\) is held fixed, a fixed-density calculation must supply its own \(\mu(T)\).

`blocking_eq` replaces the exponentials by `a` and `x` and clears denominators. `fermi_below` and `fermi_above` use the divergence of \(1/T\), and the two blocking theorems subtract their limits by cases. `blocked_weight_upto` differentiates the logarithm and applies the fundamental theorem of calculus, with continuity supplying integrability. `blocked_weight` takes the limit in \(y\), and the last theorem is the squeeze above.

## Zero doping and negative photon energy

Without \(\mu\neq0\), the threshold value fails: at \(\mu=0\) the threshold is \(w=0\), where \(B=0\) at every temperature, not \(1/2\). Without \(w>0\), the blocked case fails: for \(\mu=0\) and \(w=-1\), \(w<2|\mu|\) holds, but \(B=-\tanh(1/4T)\to-1\).
